# A group operation applied after averaging the atomic displacements has the trace of its Cartesian matrix

A group permutes a finite, non-empty set of atoms, and each element g also acts on displacement vectors through a real matrix R(g), with R a homomorphism that need not be orthogonal. The map `drift` replaces every atom's displacement by the unweighted mean over all atoms, and `displace R g` then rotates the displacements by R(g) and moves them to the permuted atoms. The theorem `trace_displace_drift` states that the composite, as a linear operator on all displacements, has trace tr R(g), whatever the number N of atoms. The proof writes the trace as a sum of diagonal elements over atoms and directions, shows that each element is R(g)ₐₐ/N, and cancels 1/N against the N equal contributions of the atoms.

The first attempt, which Lean rejects:

```lean
import Mathlib

open Matrix Module

namespace TraceDisplaceDrift

noncomputable section

variable {G ι d : Type*} [Group G] [MulAction G ι] [Fintype d] [DecidableEq d]

/-- The action of a group element on displacements: atom `j` receives the rotated
displacement of the atom that is carried to `j`. -/
def displace (R : G →* Matrix d d ℝ) (g : G) : (ι → d → ℝ) →ₗ[ℝ] (ι → d → ℝ) where
  toFun u j := R g *ᵥ u (g⁻¹ • j)
  map_add' u v := by
    funext j
    simp [Matrix.mulVec_add]
  map_smul' c u := by
    funext j
    simp [Matrix.mulVec_smul]

variable [Fintype ι]

/-- The mean displacement, given to every atom of a non-empty set of atoms. -/
def drift : (ι → d → ℝ) →ₗ[ℝ] (ι → d → ℝ) where
  toFun u _ := (Fintype.card ι : ℝ)⁻¹ • ∑ k, u k
  map_add' u v := by
    funext j
    simp [Finset.sum_add_distrib]
  map_smul' c u := by
    funext j
    simp only [Pi.smul_apply, RingHom.id_apply, ← Finset.smul_sum]
    rw [smul_comm]

/-- The trace of an operator on displacements is the sum of its diagonal elements over
atoms and Cartesian directions. -/
theorem trace_eq_sum [DecidableEq ι] (f : (ι → d → ℝ) →ₗ[ℝ] (ι → d → ℝ)) :
    LinearMap.trace ℝ _ f = ∑ j, ∑ a, f (Pi.single j (Pi.single a 1)) j a := by
  rw [LinearMap.trace_eq_matrix_trace ℝ (Pi.basis fun _ : ι => Pi.basisFun ℝ d),
    Matrix.trace, Fintype.sum_sigma]
  simp [Matrix.diag, LinearMap.toMatrix_apply, Pi.basis_repr, Pi.basis_apply]

/-- For a non-empty set of atoms, the operation `g` applied after `drift` has the trace of its
matrix `R g`. -/
theorem trace_displace_drift [DecidableEq ι] [Nonempty ι] (R : G →* Matrix d d ℝ) (g : G) :
    LinearMap.trace ℝ (ι → d → ℝ) (displace R g ∘ₗ drift) = (R g).trace := by
  have hs (j : ι) (x : d → ℝ) : ∑ k, (Pi.single j x : ι → d → ℝ) k = x := by
    rw [Finset.sum_eq_single j (fun k _ hk => Pi.single_eq_of_ne hk _) (by simp),
      Pi.single_eq_same]
  have hc : (Fintype.card ι : ℝ) ≠ 0 := Nat.cast_ne_zero.mpr Fintype.card_ne_zero
  have he (j : ι) (a : d) : (displace R g ∘ₗ drift) (Pi.single j (Pi.single a 1)) j a
      = (Fintype.card ι : ℝ)⁻¹ * R g a a := by
    change (R g *ᵥ ((Fintype.card ι : ℝ)⁻¹ •
      ∑ k, (Pi.single j (Pi.single a 1) : ι → d → ℝ) k)) a = _
    rw [hs, Matrix.mulVec_smul]
    simp
  rw [trace_eq_sum]
  simp only [he, ← Finset.mul_sum, Finset.sum_const, Finset.card_univ, nsmul_eq_mul]
  rw [mul_inv_cancel_left₀ hc]
  rfl

end

end TraceDisplaceDrift
```

The compiler's answer:

```
Main.lean:59:6: error: Tactic `rewrite` failed: Did not find an occurrence of the pattern
  ↑(Fintype.card ι) * ((↑(Fintype.card ι))⁻¹ * ?b)
in the target expression
  (↑(Fintype.card ι))⁻¹ * (↑(Fintype.card ι) * ∑ i, R g i i) = (R g).trace

G : Type u_1
ι : Type u_2
d : Type u_3
inst✝⁶ : Group G
inst✝⁵ : MulAction G ι
inst✝⁴ : Fintype d
inst✝³ : DecidableEq d
inst✝² : Fintype ι
inst✝¹ : DecidableEq ι
inst✝ : Nonempty ι
R : G →* Matrix d d ℝ
g : G
hs : ∀ (j : ι) (x : d → ℝ), ∑ k, Pi.single j x k = x
hc : ↑(Fintype.card ι) ≠ 0
he : ∀ (j : ι) (a : d), (displace R g ∘ₗ drift) (Pi.single j (Pi.single a 1)) j a = (↑(Fintype.card ι))⁻¹ * R g a a
⊢ (↑(Fintype.card ι))⁻¹ * (↑(Fintype.card ι) * ∑ i, R g i i) = (R g).trace

Note: The target expression is not type-correct under the `implicit` transparency level, which may have triggered the failure. This is usually caused by unfolding of semireducible definitions in prior tactic steps. Use `set_option linter.tacticCheckInstances true` to investigate the source of the issue.
Full error:
  function expected
    R g i
```

The change, after which it compiles:

```diff
@@ -57,5 +57,5 @@
   rw [trace_eq_sum]
   simp only [he, ← Finset.mul_sum, Finset.sum_const, Finset.card_univ, nsmul_eq_mul]
-  rw [mul_inv_cancel_left₀ hc]
+  rw [inv_mul_cancel_left₀ hc]
   rfl
 
```

Cause. The error is in the last cancellation, where the lemma expects the factors in the other order. Writing N for the number of atoms, `mul_inv_cancel_left₀ hc` rewrites N * (N⁻¹ * b) to b. But the preceding `simp only` has pulled N⁻¹ out of both sums, and the constant sum over atoms has then given a factor N inside, so the goal contains N⁻¹ * (N * b). `rw` looks for the pattern as written and does not commute the factors, so it finds no occurrence.

The repair uses `inv_mul_cancel_left₀ hc`, whose left-hand side is N⁻¹ * (N * b). This leaves the sum of the diagonal entries of `R g`, which `rfl` identifies with the trace.

The message also notes that the target is not type-correct at `implicit` transparency, because the matrix `R g` is applied as a function, and that this may have triggered the failure. It was not the obstacle here: the repair leaves that expression as it was, and the new rewrite succeeds.
